# A chiral two-band chain with a smooth phase of winding $W$ has integrated quantum metric at least $\pi W^2/2$

How small can the integrated quantum metric of a chiral two-band chain be when its band winds? To pose this precisely, we describe the band by a real phase $\varphi(k)$ on the whole line, not by the unit complex number $e^{i\varphi(k)}$, so that the winding is the net change of $\varphi$ across the Brillouin zone $[0,2\pi]$, divided by $2\pi$. The metric is computed from the actual derivative of the state.

Let $\varphi$ be continuously differentiable with $\varphi(2\pi)=\varphi(0)+2\pi W$ for an integer $W$, and let $u=(1,e^{i\varphi})/\sqrt2$. With a prime for $d/dk$, define
$$g=\mathrm{Re}\,\langle u'|u'\rangle-|\langle u|u'\rangle|^2 .$$
Then $\int_0^{2\pi}g\,dk\ge\pi W^2/2$, with equality exactly when $\varphi'=W$ throughout $[0,2\pi]$.

For a non-interacting tight-binding chain with unit lattice constant and both orbitals treated as points at the cell origin, $\frac1{2\pi}\int_0^{2\pi} g\,dk$ is the smallest possible quadratic spread of the band's Wannier functions, so winding limits their localisation.

## From the band state to the bound

Chiral symmetry leaves only the coupling between the two sublattices. With a real amplitude $r$,
$$H=\begin{pmatrix}0&re^{-i\varphi}\\ re^{i\varphi}&0\end{pmatrix},\qquad Hu=\frac{1}{\sqrt2}\begin{pmatrix}re^{-i\varphi}e^{i\varphi}\\ re^{i\varphi}\end{pmatrix}=ru .$$
Also $\langle u|u\rangle=(1+1)/2=1$. For $r>0$ this is the upper band; the lower one has $\varphi+\pi$ in place of $\varphi$, and hence the same metric.

Differentiation gives $u'=(0,\,i\varphi'e^{i\varphi})/\sqrt2$, so
$$\langle u'|u'\rangle=\frac{\varphi'^2}{2},\qquad \langle u|u'\rangle=\frac{i\varphi'}{2},\qquad g=\frac{\varphi'^2}{2}-\frac{\varphi'^2}{4}=\frac{\varphi'^2}{4}.$$

The state closes, $u(2\pi)=u(0)$, exactly when $e^{i\varphi(2\pi)}=e^{i\varphi(0)}$, that is, when the phase advances by $2\pi W$ for some integer $W$.

Now write $\varphi'^2=(\varphi'-W)^2+2W\varphi'-W^2$. Since $\int_0^{2\pi}\varphi'\,dk=2\pi W$,
$$\int_0^{2\pi}g\,dk=\frac14\int_0^{2\pi}(\varphi'-W)^2dk+\frac{4\pi W^2-2\pi W^2}{4}
=\frac{\pi W^2}{2}+\frac14\int_0^{2\pi}(\varphi'-W)^2dk .$$
The last integral is nonnegative, which proves the bound. Its integrand is continuous and nonnegative, so the integral vanishes only if $\varphi'=W$ at every point of the interval; conversely, $\varphi'=W$ makes it zero.

For $W=0$ the bound is zero and is reached by a constant phase. The smallest nonzero winding, $|W|=1$, gives $\pi/2$. An example is the chain in which each orbital is coupled to just one other, in a neighbouring cell, so that the lower-left entry of $H$ is $re^{ik}$ with constant $r>0$; then $\varphi=k$ and $g=1/4$.

## The state, its metric and its Hamiltonian in Lean

```lean
import Mathlib

open Matrix MeasureTheory
open Complex (I)
open scoped Real

namespace ChiralChainMetric

noncomputable section
```

A two-component state is a function `Fin 2 → ℂ`, and `star v ⬝ᵥ w` is the inner product $\langle v|w\rangle$, conjugate-linear in its first argument. The metric is defined for any family `u`; its reading as a quantum metric requires the family to be differentiable and normalised. This convention has no extra factor of 4.

```lean
/-- The quantum metric `Re⟨u'|u'⟩ - |⟨u|u'⟩|²` of a differentiable family of normalised
two-component states `u(k)`. -/
def quantumMetric (u : ℝ → Fin 2 → ℂ) (k : ℝ) : ℝ :=
  (star (deriv u k) ⬝ᵥ deriv u k).re - Complex.normSq (star (u k) ⬝ᵥ deriv u k)
```

The next definition is $u$ itself, with the factor $1/\sqrt2$ included.

```lean
/-- The state `(1, exp(iφ(k)))/√2`, with equal weight on the two sublattices. -/
def chiralState (φ : ℝ → ℝ) (k : ℝ) : Fin 2 → ℂ :=
  ((√2 : ℝ) : ℂ)⁻¹ • ![1, Complex.exp (φ k * I)]
```

In the Hamiltonian the phase is called `θ`, and it enters the lower-left entry with a plus sign. Taking the winding from the upper-right entry would reverse the sign of $W$, but not change the bound.

```lean
/-- The two-band chiral Hamiltonian, which only couples the two sublattices, with hopping
amplitude `r exp(iθ)`. -/
def chiralHamiltonian (r θ : ℝ) : Matrix (Fin 2) (Fin 2) ℂ :=
  !![0, r * Complex.exp (-(θ * I)); r * Complex.exp (θ * I), 0]
```

## Overlaps and the eigenvalue equation

The overlap formula handles the two factors $1/\sqrt2$ once, for arbitrary components. It serves both for the normalisation and for the two inner products in $g$.

```lean
/-- The overlap of `(a, b)/√2` with `(a', b')/√2` is half the sum of the sublattice overlaps. -/
theorem overlap (a b a' b' : ℂ) :
    star (((√2 : ℝ) : ℂ)⁻¹ • ![a, b]) ⬝ᵥ (((√2 : ℝ) : ℂ)⁻¹ • ![a', b'])
      = (star a * a' + star b * b') / 2 := by
  have hs : star (((√2 : ℝ) : ℂ)⁻¹) = ((√2 : ℝ) : ℂ)⁻¹ := by
    rw [Complex.star_def, map_inv₀, Complex.conj_ofReal]
  have h : ((√2 : ℝ) : ℂ)⁻¹ * ((√2 : ℝ) : ℂ)⁻¹ = 1 / 2 := by
    rw [← mul_inv, ← Complex.ofReal_mul, Real.mul_self_sqrt (by norm_num)]
    norm_num
  simp only [dotProduct, Fin.sum_univ_two, Pi.star_apply, Pi.smul_apply, smul_eq_mul,
    Matrix.cons_val_zero, Matrix.cons_val_one, Matrix.cons_val_fin_one, star_mul', hs]
  linear_combination (star a * a' + star b * b') * h
```

The other ingredient is $\overline{e^{it}}\,e^{it}=1$ for real $t$.

```lean
/-- A phase factor `exp(it)` with real `t` has unit modulus. -/
theorem phase_unit (t : ℝ) : star (Complex.exp (t * I)) * Complex.exp (t * I) = 1 := by
  rw [Complex.star_def, ← Complex.exp_conj, ← Complex.exp_add]
  simp
```

Together they give $\langle u|u\rangle=1$. The eigenvalue equation is then checked one component at a time, using $e^{-i\varphi}e^{i\varphi}=1$ in the first. The statement holds at each `k` for any real `r`, so the amplitude may vary along the zone.

```lean
/-- The chiral state is normalised and is an eigenstate of the chiral Hamiltonian with the
same phase, with energy `r`. -/
theorem chiralState_eigenstate (φ : ℝ → ℝ) (r k : ℝ) :
    star (chiralState φ k) ⬝ᵥ chiralState φ k = 1 ∧
      chiralHamiltonian r (φ k) *ᵥ chiralState φ k = (r : ℂ) • chiralState φ k := by
  constructor
  · rw [chiralState, overlap, phase_unit, star_one]
    norm_num
  · have h : Complex.exp (-(φ k * I)) * Complex.exp (φ k * I) = 1 := by
      rw [← Complex.exp_add, neg_add_cancel, Complex.exp_zero]
    rw [chiralState, Matrix.mulVec_smul, smul_comm (r : ℂ)]
    congr 1
    refine funext (Fin.forall_fin_two.2 ⟨?_, ?_⟩)
    · simp only [Matrix.mulVec, dotProduct, Fin.sum_univ_two]
      change (0 : ℂ) * 1 + r * Complex.exp (-(φ k * I)) * Complex.exp (φ k * I) = r * 1
      linear_combination (r : ℂ) * h
    · simp only [Matrix.mulVec, dotProduct, Fin.sum_univ_two]
      change r * Complex.exp (φ k * I) * 1 + 0 * Complex.exp (φ k * I)
        = r * Complex.exp (φ k * I)
      ring
```

## The metric is a quarter of the squared phase velocity

`HasDerivAt φ d k` says that $\varphi$ has derivative $d$ at $k$. The steps `he`, `hv` and `hu` differentiate the exponential, the vector and the normalised state. Then `h1` and `h2` evaluate $\langle u'|u'\rangle=d^2/2$ and $\langle u|u'\rangle=id/2$, and their combination is $d^2/4$.

```lean
/-- Where the phase has derivative `d`, the quantum metric of the chiral state is `d²/4`. -/
theorem quantumMetric_chiralState {φ : ℝ → ℝ} {d k : ℝ} (h : HasDerivAt φ d k) :
    quantumMetric (chiralState φ) k = d ^ 2 / 4 := by
  -- differentiate the state component by component
  have he : HasDerivAt (fun t : ℝ => Complex.exp (φ t * I))
      (Complex.exp (φ k * I) * (d * I)) k := (h.ofReal_comp.mul_const I).cexp
  have hv : HasDerivAt (fun t : ℝ => (![1, Complex.exp (φ t * I)] : Fin 2 → ℂ))
      ![0, Complex.exp (φ k * I) * (d * I)] k :=
    hasDerivAt_pi.2 (Fin.forall_fin_two.2 ⟨hasDerivAt_const k (1 : ℂ), he⟩)
  have hu : HasDerivAt (chiralState φ)
      (((√2 : ℝ) : ℂ)⁻¹ • ![0, Complex.exp (φ k * I) * (d * I)]) k :=
    hv.const_smul (((√2 : ℝ) : ℂ)⁻¹)
  have hp := phase_unit (φ k)
  have hd : star (d : ℂ) = d := Complex.conj_ofReal d
  have hI : star I = -I := Complex.conj_I
  -- the two overlaps in the metric
  have h1 : (star (0 : ℂ) * 0 + star (Complex.exp (φ k * I) * (d * I)) *
      (Complex.exp (φ k * I) * (d * I))) / 2 = ((d ^ 2 / 2 : ℝ) : ℂ) := by
    rw [star_mul', star_mul', hd, hI]
    push_cast
    linear_combination (-(d : ℂ) ^ 2 * I ^ 2 / 2) * hp - ((d : ℂ) ^ 2 / 2) * Complex.I_sq
  have h2 : (star (1 : ℂ) * 0 + star (Complex.exp (φ k * I)) *
      (Complex.exp (φ k * I) * (d * I))) / 2 = ((d / 2 : ℝ) : ℂ) * I := by
    push_cast
    linear_combination ((d : ℂ) * I / 2) * hp
  rw [quantumMetric, hu.deriv, chiralState, overlap, overlap, h1, h2, Complex.ofReal_re,
    Complex.normSq_mul, Complex.normSq_ofReal, Complex.normSq_I]
  ring
```

## Closure and integer winding

No smoothness is needed here. In the forward direction, the second components are compared, the common factor is cancelled, and equality of the exponentials supplies the integer. The converse uses the periodicity of the exponential.

```lean
/-- The chiral state returns to itself across the Brillouin zone exactly when its phase
advances by an integer multiple of `2π`. -/
theorem closed_iff_winding (φ : ℝ → ℝ) :
    chiralState φ (2 * π) = chiralState φ 0 ↔ ∃ W : ℤ, φ (2 * π) = φ 0 + 2 * π * W := by
  constructor
  · intro h
    have h1 : ((√2 : ℝ) : ℂ)⁻¹ * Complex.exp (φ (2 * π) * I)
        = ((√2 : ℝ) : ℂ)⁻¹ * Complex.exp (φ 0 * I) := congrFun h 1
    have hc : ((√2 : ℝ) : ℂ)⁻¹ ≠ 0 :=
      inv_ne_zero (Complex.ofReal_ne_zero.2 (by positivity))
    obtain ⟨W, hW⟩ := Complex.exp_eq_exp_iff_exists_int.1 (mul_left_cancel₀ hc h1)
    refine ⟨W, ?_⟩
    have him := congrArg Complex.im hW
    simp at him
    linarith
  · rintro ⟨W, hW⟩
    have h : Complex.exp (φ (2 * π) * I) = Complex.exp (φ 0 * I) :=
      Complex.exp_eq_exp_iff_exists_int.2 ⟨W, by rw [hW]; push_cast; ring⟩
    simp only [chiralState]
    rw [h]
```

## The exact excess over the bound

`ContDiff ℝ 1 φ` means continuously differentiable on the whole line, and `hW` is the winding condition. The proof follows the integral above: `hftc` is the fundamental theorem of calculus, `hpt` completes the square at each $k$, and the continuity facts `c1` to `c4` allow the integral to be split.

```lean
/-- For a continuously differentiable phase of winding `W`, the integrated metric is `πW²/2`
plus a quarter of the integrated squared deviation of the phase velocity from `W`. -/
theorem integral_metric_eq {φ : ℝ → ℝ} (hφ : ContDiff ℝ 1 φ) {W : ℤ}
    (hW : φ (2 * π) = φ 0 + 2 * π * W) :
    ∫ k in (0 : ℝ)..(2 * π), quantumMetric (chiralState φ) k
      = π * (W : ℝ) ^ 2 / 2 + 1 / 4 * ∫ k in (0 : ℝ)..(2 * π), (deriv φ k - W) ^ 2 := by
  have hd : ∀ k, HasDerivAt φ (deriv φ k) k := fun k =>
    (hφ.differentiable (by norm_num) k).hasDerivAt
  have hc : Continuous (deriv φ) := hφ.continuous_deriv le_rfl
  have hftc : ∫ k in (0 : ℝ)..(2 * π), deriv φ k = φ (2 * π) - φ 0 :=
    intervalIntegral.integral_eq_sub_of_hasDerivAt (fun k _ => hd k)
      (hc.intervalIntegrable _ _)
  -- complete the square under the integral
  have hpt : ∀ k, quantumMetric (chiralState φ) k
      = 1 / 4 * (deriv φ k - W) ^ 2 + ((W : ℝ) / 2 * deriv φ k - (W : ℝ) ^ 2 / 4) := by
    intro k
    rw [quantumMetric_chiralState (hd k)]
    ring
  have c1 : Continuous (fun k => 1 / 4 * (deriv φ k - W) ^ 2) :=
    continuous_const.mul ((hc.sub continuous_const).pow 2)
  have c2 : Continuous (fun k => (W : ℝ) / 2 * deriv φ k) := continuous_const.mul hc
  have c3 : Continuous (fun _ : ℝ => (W : ℝ) ^ 2 / 4) := continuous_const
  have c4 : Continuous (fun k => (W : ℝ) / 2 * deriv φ k - (W : ℝ) ^ 2 / 4) := c2.sub c3
  simp only [hpt]
  rw [intervalIntegral.integral_add (c1.intervalIntegrable _ _)
      (c4.intervalIntegrable _ _),
    intervalIntegral.integral_sub (c2.intervalIntegrable _ _) (c3.intervalIntegrable _ _),
    intervalIntegral.integral_const_mul, intervalIntegral.integral_const_mul, hftc,
    intervalIntegral.integral_const, hW, smul_eq_mul]
  ring
```

The main theorem states the bound and the equality condition, with `Set.Icc 0 (2 * π)` for the closed interval. If $\varphi'$ differed from $W$ at one point, `intervalIntegral.integral_pos` would make the excess strictly positive, contradicting equality. In the other direction the integrand is replaced by zero.

The phase is an input. For a real gapped chain one starts from a periodic, nonvanishing complex hopping amplitude, and the step from it to a continuously differentiable real $\varphi$ has to be supplied separately.

```lean
/-- For a continuously differentiable phase of integer winding `W`, the integrated quantum
metric is at least `πW²/2`, with equality exactly when `φ' = W` throughout `[0, 2π]`. -/
theorem winding_bounds_metric {φ : ℝ → ℝ} (hφ : ContDiff ℝ 1 φ) {W : ℤ}
    (hW : φ (2 * π) = φ 0 + 2 * π * W) :
    π * (W : ℝ) ^ 2 / 2 ≤ ∫ k in (0 : ℝ)..(2 * π), quantumMetric (chiralState φ) k ∧
      (∫ k in (0 : ℝ)..(2 * π), quantumMetric (chiralState φ) k = π * (W : ℝ) ^ 2 / 2 ↔
        ∀ k ∈ Set.Icc 0 (2 * π), deriv φ k = W) := by
  have hpi : (0 : ℝ) < 2 * π := by positivity
  have hc : Continuous (fun k => (deriv φ k - W) ^ 2) :=
    ((hφ.continuous_deriv le_rfl).sub continuous_const).pow 2
  have hJ : 0 ≤ ∫ k in (0 : ℝ)..(2 * π), (deriv φ k - W) ^ 2 :=
    intervalIntegral.integral_nonneg hpi.le (fun k _ => sq_nonneg _)
  rw [integral_metric_eq hφ hW]
  refine ⟨by linarith, fun h k hk => ?_, fun h => ?_⟩
  · -- a deviation at one point would make the excess strictly positive
    by_contra hne
    have hsq : 0 < (deriv φ k - W) ^ 2 :=
      lt_of_le_of_ne (sq_nonneg _) (Ne.symm (pow_ne_zero 2 (sub_ne_zero.2 hne)))
    have hpos : 0 < ∫ k in (0 : ℝ)..(2 * π), (deriv φ k - W) ^ 2 :=
      intervalIntegral.integral_pos hpi hc.continuousOn (fun x _ => sq_nonneg _)
        ⟨k, hk, hsq⟩
    linarith
  · have h0 : ∫ k in (0 : ℝ)..(2 * π), (deriv φ k - W) ^ 2
        = ∫ _ in (0 : ℝ)..(2 * π), (0 : ℝ) := by
      refine intervalIntegral.integral_congr (fun k hk => ?_)
      rw [Set.uIcc_of_le hpi.le] at hk
      simp [h k hk]
    rw [h0, intervalIntegral.integral_zero]
    ring
```

## Any nonzero winding costs at least $\pi/2$

Suppose that the state closes but $\varphi(2\pi)\ne\varphi(0)$. Closure provides an integer $W$, which cannot be zero, so $W^2\ge1$ and the integrated metric is at least $\pi/2$. This is where integrality matters: completing the square uses only the value of $\varphi(2\pi)-\varphi(0)$.

```lean
/-- If the chiral state closes across the Brillouin zone but its continuously differentiable
phase does not return to its initial value, the integrated metric is at least `π/2`. -/
theorem metric_ge_of_nontrivial {φ : ℝ → ℝ} (hφ : ContDiff ℝ 1 φ)
    (hclosed : chiralState φ (2 * π) = chiralState φ 0) (hne : φ (2 * π) ≠ φ 0) :
    π / 2 ≤ ∫ k in (0 : ℝ)..(2 * π), quantumMetric (chiralState φ) k := by
  obtain ⟨W, hW⟩ := (closed_iff_winding φ).1 hclosed
  have hW0 : W ≠ 0 := by
    rintro rfl
    exact hne (by simpa using hW)
  -- a nonzero integer has square at least one
  have hpos : 0 < W ^ 2 := by positivity
  have h1 : (1 : ℤ) ≤ W ^ 2 := by linarith
  have h2 : (1 : ℝ) ≤ (W : ℝ) ^ 2 := by exact_mod_cast h1
  have h3 := (winding_bounds_metric hφ hW).1
  nlinarith [mul_le_mul_of_nonneg_left h2 Real.pi_pos.le]

end

end ChiralChainMetric
```

```lean
#print axioms ChiralChainMetric.chiralState_eigenstate
-- 'ChiralChainMetric.chiralState_eigenstate' depends on axioms: [propext, Classical.choice, Quot.sound]
#print axioms ChiralChainMetric.quantumMetric_chiralState
-- 'ChiralChainMetric.quantumMetric_chiralState' depends on axioms: [propext, Classical.choice, Quot.sound]
#print axioms ChiralChainMetric.metric_ge_of_nontrivial
-- 'ChiralChainMetric.metric_ge_of_nontrivial' depends on axioms: [propext, Classical.choice, Quot.sound]
```
